# The ground energy of two paired fermion modes is half the sum of the negative BdG eigenvalues plus the mean mode energy

Q: A quantum dot with a single orbital touches a superconductor. A magnetic field splits its two spin states to energies ε₁ and ε₂, and the superconductor creates or removes a pair on the dot with real amplitude Δ. As I raise the field, a Bogoliubov-de Gennes (BdG) level passes through zero. The doubled matrix lists every excitation twice, once as a particle and once as a hole. Why should I trust a sum over its negative levels to give a many-body energy, especially after the crossing?

A: Suppose that there is no Coulomb repulsion on the dot, and that the superconductor's gap is so large that its own quasiparticles can be left out. Measure ε₁ and ε₂ from the superconductor's chemical potential. The Hamiltonian is then

H = ε₁ n₁ + ε₂ n₂ + Δ (c₁†c₂† + c₂c₁),

where c₁ and c₂ annihilate the two modes and nᵢ = cᵢ†cᵢ. The many-body space has only four dimensions, so the ground energy and the BdG sum can both be computed and compared. Define

s = (ε₁ + ε₂)/2, δ = (ε₁ − ε₂)/2, R = √(s² + Δ²).

Pairing couples the empty state to the doubly occupied one, whose energies without pairing are 0 and 2s. Their secular equation is

x(x − 2s) − Δ² = 0, so x = s ± R.

The singly occupied states are already eigenstates, with energies ε₁ = s + δ and ε₂ = s − δ. The lowest of the four energies is therefore

E₀ = s − max(R, |δ|).

As long as |δ| is below R and Δ is not zero, the ground state is a superposition of empty and doubly occupied. Once |δ| exceeds R, it is a singly occupied state.

Q: That is the Fock side. Are the operators in the file really fermions, or just four-by-four matrices with suggestive names?

A: They are explicit matrices in the basis |0⟩, c₁†|0⟩, c₂†|0⟩, c₁†c₂†|0⟩. The minus sign in `c₂` comes from moving c₂ past c₁†. All entries are real, so the transpose `ᵀ` is the Hermitian adjoint, and `fock` is H written with these operators.

```lean
import Mathlib

open Matrix Polynomial

namespace TwoModeBdG

noncomputable section

/-- Annihilator of mode 1 in the basis `|0⟩, c₁†|0⟩, c₂†|0⟩, c₁†c₂†|0⟩`. -/
def c₁ : Matrix (Fin 4) (Fin 4) ℝ :=
  !![0, 1, 0, 0; 0, 0, 0, 0; 0, 0, 0, 1; 0, 0, 0, 0]

/-- Annihilator of mode 2 in the same basis; the minus sign is the fermionic exchange sign. -/
def c₂ : Matrix (Fin 4) (Fin 4) ℝ :=
  !![0, 0, 1, 0; 0, 0, 0, -1; 0, 0, 0, 0; 0, 0, 0, 0]

/-- The Fock-space Hamiltonian `ε₁ n₁ + ε₂ n₂ + Δ (c₁†c₂† + c₂c₁)`. -/
def fock (ε₁ ε₂ Δ : ℝ) : Matrix (Fin 4) (Fin 4) ℝ :=
  ε₁ • (c₁ᵀ * c₁) + ε₂ • (c₂ᵀ * c₂) + Δ • (c₁ᵀ * c₂ᵀ + c₂ * c₁)
```

Q: And the doubled matrix? If it is simply written down, the agreement could be a coincidence of two chosen matrices.

A: It is written down first and then tied to H by a theorem. List the operators as Ψ = (c₁, c₂, c₁†, c₂†) and call the doubled matrix B. Multiplying out the quadratic form gives

½ Ψ†BΨ = ½ [ε₁(c₁†c₁ − c₁c₁†) + ε₂(c₂†c₂ − c₂c₂†) + Δ(c₁†c₂† − c₂†c₁†) + Δ(c₂c₁ − c₁c₂)].

Anticommutation turns cᵢcᵢ† into 1 − nᵢ and makes the two terms in each pairing bracket equal. Hence

½ Ψ†BΨ = H − s.

The factor ½ undoes the double listing, and s is the constant left by reordering the hole terms.

```lean
/-- The Nambu list of operators `(c₁, c₂, c₁†, c₂†)`. -/
def nambu : Fin 4 → Matrix (Fin 4) (Fin 4) ℝ := ![c₁, c₂, c₁ᵀ, c₂ᵀ]

/-- The doubled Bogoliubov-de Gennes matrix in the Nambu ordering. -/
def bdg (ε₁ ε₂ Δ : ℝ) : Matrix (Fin 4) (Fin 4) ℝ :=
  !![ε₁, 0, 0, Δ; 0, ε₂, -Δ, 0; 0, -Δ, -ε₁, 0; Δ, 0, 0, -ε₂]
```

Q: What counts as an eigenvalue here? I would want degenerate levels counted as often as they occur.

A: They are. `levels` is the multiset of real roots of the characteristic polynomial, with multiplicity, and `negativeSum` adds its strictly negative members. Both matrices turn out to have four listed levels, so no root is missing. `pairEnergy` is R.

```lean
/-- The real eigenvalues of a matrix, counted with algebraic multiplicity. -/
def levels (M : Matrix (Fin 4) (Fin 4) ℝ) : Multiset ℝ := M.charpoly.roots

/-- The sum of the negative eigenvalues, counted with multiplicity. -/
def negativeSum (M : Matrix (Fin 4) (Fin 4) ℝ) : ℝ :=
  ((levels M).filter (fun x => x < 0)).sum

/-- The pairing energy `√(s² + Δ²)`, with `s` the mean of the two mode energies. -/
def pairEnergy (ε₁ ε₂ Δ : ℝ) : ℝ := √(((ε₁ + ε₂) / 2) ^ 2 + Δ ^ 2)
```

Q: Then show me that the operators anticommute and that the quadratic form is H.

A: `anticommutation` checks six relations entry by entry; the remaining ones follow by transposition. `fock_eq_nambu_form` repeats the calculation above: `a1` and `a2` reorder the hole terms, `a3` and `a4` exchange the operators in the pairing terms, and `module` collects the coefficients.

```lean
/-- The two annihilators obey the canonical anticommutation relations. -/
theorem anticommutation :
    c₁ * c₁ᵀ + c₁ᵀ * c₁ = 1 ∧ c₂ * c₂ᵀ + c₂ᵀ * c₂ = 1 ∧
    c₁ * c₂ + c₂ * c₁ = 0 ∧ c₁ * c₂ᵀ + c₂ᵀ * c₁ = 0 ∧
    c₁ * c₁ = 0 ∧ c₂ * c₂ = 0 := by
  refine ⟨?_, ?_, ?_, ?_, ?_, ?_⟩ <;> ext i j <;>
    simp only [Matrix.add_apply, Matrix.mul_apply, Matrix.transpose_apply,
      Fin.sum_univ_four] <;>
    fin_cases i <;> fin_cases j <;> simp [c₁, c₂]

/-- The Hamiltonian is half the quadratic form of the BdG matrix in the Nambu operators,
plus the constant `(ε₁ + ε₂)/2`. -/
theorem fock_eq_nambu_form (ε₁ ε₂ Δ : ℝ) :
    fock ε₁ ε₂ Δ =
      (1 / 2 : ℝ) • (∑ i, ∑ j, bdg ε₁ ε₂ Δ i j • ((nambu i)ᵀ * nambu j))
        + ((ε₁ + ε₂) / 2) • (1 : Matrix (Fin 4) (Fin 4) ℝ) := by
  obtain ⟨h1, h2, h3, -⟩ := anticommutation
  -- reorder the hole terms with the anticommutation relations
  have a1 : c₁ * c₁ᵀ = 1 - c₁ᵀ * c₁ := eq_sub_of_add_eq h1
  have a2 : c₂ * c₂ᵀ = 1 - c₂ᵀ * c₂ := eq_sub_of_add_eq h2
  have a3 : c₁ * c₂ = -(c₂ * c₁) := eq_neg_of_add_eq_zero_left h3
  have a4 : c₂ᵀ * c₁ᵀ = -(c₁ᵀ * c₂ᵀ) := by
    rw [← Matrix.transpose_mul, ← Matrix.transpose_mul, a3, Matrix.transpose_neg]
  simp [fock, Fin.sum_univ_four, bdg, nambu, a1, a2, a3, a4]
  module
```

Q: Now the BdG levels. Do you diagonalise a four-by-four matrix?

A: Two two-by-two matrices suffice. With Lean's indices 0 to 3, B couples index 0 only to 3, and index 1 only to 2. The outer pair gives

(x − ε₁)(x + ε₂) − Δ² = (x − δ)² − R²,

because ε₁ε₂ = s² − δ². The inner pair gives

(x − ε₂)(x + ε₁) − Δ² = (x + δ)² − R².

The four levels are therefore ±R ± δ, with independent signs.

The Fock matrix also has no entries outside the diagonal and these two pairs (its inner pair is not even coupled), so one lemma serves both. `levels_of_two_blocks` takes as its hypothesis that the product of the two secular polynomials factors into (x − w₁)(x − w₂)(x − w₃)(x − w₄) for every real x. It expands the determinant, identifies the characteristic polynomial with that product, and reads off the roots. In `bdg_levels`, `linear_combination` verifies the factorisation using R² = s² + Δ².

```lean
/-- If a symmetric matrix couples only the outer pair and the inner pair of basis states, its
levels are read off from a factorisation of the product of the two secular polynomials. -/
theorem levels_of_two_blocks (a b d p q t w₁ w₂ w₃ w₄ : ℝ)
    (h : ∀ x : ℝ, ((x - a) * (x - d) - b ^ 2) * ((x - p) * (x - t) - q ^ 2)
      = (x - w₁) * (x - w₂) * (x - w₃) * (x - w₄)) :
    levels !![a, 0, 0, b; 0, p, q, 0; 0, q, t, 0; b, 0, 0, d] = {w₁, w₂, w₃, w₄} := by
  have hp : (!![a, 0, 0, b; 0, p, q, 0; 0, q, t, 0; b, 0, 0, d] :
      Matrix (Fin 4) (Fin 4) ℝ).charpoly
      = (({w₁, w₂, w₃, w₄} : Multiset ℝ).map (fun r => X - C r)).prod := by
    apply Polynomial.funext
    intro x
    have hs : Matrix.scalar (Fin 4) x - !![a, 0, 0, b; 0, p, q, 0; 0, q, t, 0; b, 0, 0, d]
        = !![x - a, 0, 0, -b; 0, x - p, -q, 0; 0, -q, x - t, 0; -b, 0, 0, x - d] := by
      ext i j
      fin_cases i <;> fin_cases j <;> simp
    have hdet : (!![x - a, 0, 0, -b; 0, x - p, -q, 0; 0, -q, x - t, 0; -b, 0, 0, x - d] :
        Matrix (Fin 4) (Fin 4) ℝ).det
        = ((x - a) * (x - d) - b ^ 2) * ((x - p) * (x - t) - q ^ 2) := by
      simp [Matrix.det_succ_row_zero, Fin.sum_univ_succ, Fin.succAbove]
      ring
    rw [Matrix.eval_charpoly, hs, hdet, h]
    simp only [Multiset.insert_eq_cons, Multiset.map_cons, Multiset.map_singleton,
      Multiset.prod_cons, Multiset.prod_singleton, eval_mul, eval_sub, eval_X, eval_C]
    ring
  rw [levels, hp, Polynomial.roots_multiset_prod_X_sub_C]

/-- The four BdG eigenvalues are `±R ± (ε₁ - ε₂)/2`, with `R` the pairing energy. -/
theorem bdg_levels (ε₁ ε₂ Δ : ℝ) :
    levels (bdg ε₁ ε₂ Δ) =
      {pairEnergy ε₁ ε₂ Δ + (ε₁ - ε₂) / 2, pairEnergy ε₁ ε₂ Δ - (ε₁ - ε₂) / 2,
        -pairEnergy ε₁ ε₂ Δ + (ε₁ - ε₂) / 2, -pairEnergy ε₁ ε₂ Δ - (ε₁ - ε₂) / 2} := by
  have hR : pairEnergy ε₁ ε₂ Δ ^ 2 = ((ε₁ + ε₂) / 2) ^ 2 + Δ ^ 2 :=
    Real.sq_sqrt (by positivity)
  apply levels_of_two_blocks
  intro x
  generalize pairEnergy ε₁ ε₂ Δ = R at *
  linear_combination ((x - (ε₁ - ε₂) / 2) ^ 2 + (x + (ε₁ - ε₂) / 2) ^ 2
    - ((ε₁ + ε₂) / 2) ^ 2 - Δ ^ 2 - R ^ 2) * hR
```

Q: Here is my real worry. Past the crossing, a different pair of levels is negative. Does the sum still know about the ground state?

A: Take the two regimes in turn. If R ≥ |δ|, the levels −R + δ and −R − δ are not positive and the other two are not negative. The negative sum is

(−R + δ) + (−R − δ) = −2R.

If |δ| > R, the negative levels are −|δ| + R and −|δ| − R, with sum −2|δ|. A level exactly at zero adds nothing, so the boundary causes no trouble. In every case

½ (negative sum) + s = s − max(R, |δ|) = E₀.

The proof of `bdg_negativeSum` first replaces the sum over negative members by a sum of min(x, 0) over all members; this is `hmin`, proved by induction on the multiset. It then inserts the four levels and splits into cases by the sign of ε₁ − ε₂ and by which levels are negative.

```lean
/-- The negative BdG eigenvalues add up to minus twice the larger of the pairing energy and
half the level splitting. -/
theorem bdg_negativeSum (ε₁ ε₂ Δ : ℝ) :
    negativeSum (bdg ε₁ ε₂ Δ) = -2 * max (pairEnergy ε₁ ε₂ Δ) (|ε₁ - ε₂| / 2) := by
  -- a sum over negative members is a sum of `min x 0` over all members
  have hmin : ∀ m : Multiset ℝ,
      (m.filter (fun x => x < 0)).sum = (m.map (fun x => min x 0)).sum := by
    intro m
    induction m using Multiset.induction_on with
    | empty => simp
    | cons a m ih =>
      by_cases h : a < 0
      · have hf : (a ::ₘ m).filter (fun x => x < 0) = a ::ₘ m.filter (fun x => x < 0) :=
          Multiset.filter_cons_of_pos m h
        rw [hf, Multiset.sum_cons, Multiset.map_cons,
          Multiset.sum_cons, ih, min_eq_left h.le]
      · have hf : (a ::ₘ m).filter (fun x => x < 0) = m.filter (fun x => x < 0) :=
          Multiset.filter_cons_of_neg m h
        rw [hf, Multiset.map_cons,
          Multiset.sum_cons, ih, min_eq_right (not_lt.mp h), zero_add]
  have h0 : 0 ≤ pairEnergy ε₁ ε₂ Δ := Real.sqrt_nonneg _
  rw [negativeSum, hmin, bdg_levels]
  simp only [Multiset.insert_eq_cons, Multiset.map_cons, Multiset.map_singleton,
    Multiset.sum_cons, Multiset.sum_singleton]
  generalize pairEnergy ε₁ ε₂ Δ = R at *
  rcases abs_cases (ε₁ - ε₂) with ⟨h, h'⟩ | ⟨h, h'⟩ <;> rw [h] <;>
    simp only [min_def, max_def] <;> split_ifs <;> linarith
```

Q: So the ground energies agree. Do the BdG levels also describe the excitations, or is the agreement limited to one number?

A: The whole Fock spectrum follows. The quasiparticle energies are |R + δ| and |R − δ|, and each may be added to E₀ or left out:

E₀, E₀ + |R + δ|, E₀ + |R − δ|, E₀ + |R + δ| + |R − δ|.

For R ≥ |δ| these are s − R, ε₁, ε₂ and s + R, in that order. For δ > R they are ε₂, s + R, s − R and ε₁. For δ < −R they are ε₁, s − R, s + R and ε₂. These are the same four energies each time, counted from a different ground state.

In `fock_levels`, the hypotheses `hRdef` and `hE` only name R and E₀; they restrict nothing physical. `hM` computes the matrix of H, and the case splits remove the absolute values before the factorisation is checked.

```lean
/-- The whole Fock spectrum is one energy `E` plus the sums over subsets of the two
quasiparticle energies `|R + (ε₁ - ε₂)/2|` and `|R - (ε₁ - ε₂)/2|`, where `R` is the pairing
energy and `E = (ε₁ + ε₂)/2 - max(R, |ε₁ - ε₂|/2)`. -/
theorem fock_levels (ε₁ ε₂ Δ R E : ℝ) (hRdef : R = pairEnergy ε₁ ε₂ Δ)
    (hE : E = (ε₁ + ε₂) / 2 - max R (|ε₁ - ε₂| / 2)) :
    levels (fock ε₁ ε₂ Δ) =
      {E, E + |R + (ε₁ - ε₂) / 2|, E + |R - (ε₁ - ε₂) / 2|,
        E + |R + (ε₁ - ε₂) / 2| + |R - (ε₁ - ε₂) / 2|} := by
  have hR : R ^ 2 = ((ε₁ + ε₂) / 2) ^ 2 + Δ ^ 2 := by
    rw [hRdef]
    exact Real.sq_sqrt (by positivity)
  have h0 : 0 ≤ R := by
    rw [hRdef]
    exact Real.sqrt_nonneg _
  -- even states are coupled by pairing, odd states are already eigenstates
  have hM : fock ε₁ ε₂ Δ =
      !![0, 0, 0, Δ; 0, ε₁, 0, 0; 0, 0, ε₂, 0; Δ, 0, 0, ε₁ + ε₂] := by
    ext i j
    fin_cases i <;> fin_cases j <;>
      simp [fock, c₁, c₂, Matrix.mul_apply, Fin.sum_univ_succ]
  rw [hM]
  apply levels_of_two_blocks
  intro x
  rw [hE]
  -- the sign of the splitting and its size against `R` fix all absolute values
  rcases le_total 0 (ε₁ - ε₂) with h | h
  · rw [abs_of_nonneg h, abs_of_nonneg (show 0 ≤ R + (ε₁ - ε₂) / 2 by linarith)]
    rcases le_total ((ε₁ - ε₂) / 2) R with k | k
    · rw [max_eq_left k, abs_of_nonneg (show 0 ≤ R - (ε₁ - ε₂) / 2 by linarith)]
      linear_combination ((x - ε₁) * (x - ε₂)) * hR
    · rw [max_eq_right k, abs_of_nonpos (show R - (ε₁ - ε₂) / 2 ≤ 0 by linarith)]
      linear_combination ((x - ε₁) * (x - ε₂)) * hR
  · rw [abs_of_nonpos h, abs_of_nonneg (show 0 ≤ R - (ε₁ - ε₂) / 2 by linarith)]
    rcases le_total (-(ε₁ - ε₂) / 2) R with k | k
    · rw [max_eq_left k, abs_of_nonneg (show 0 ≤ R + (ε₁ - ε₂) / 2 by linarith)]
      linear_combination ((x - ε₁) * (x - ε₂)) * hR
    · rw [max_eq_right k, abs_of_nonpos (show R + (ε₁ - ε₂) / 2 ≤ 0 by linarith)]
      linear_combination ((x - ε₁) * (x - ε₂)) * hR
```

Q: What exactly does the final theorem say?

A: For all real ε₁, ε₂ and Δ, half the negative BdG sum plus s is the least element of the set of Fock levels, and it equals s − max(R, |ε₁ − ε₂|/2). `IsLeast` means that the number is itself a level and that no level lies below it. The proof puts this number in the place of E₀ in `fock_levels`. It is then the first level listed, and the others exceed it by sums of absolute values, which are nonnegative.

```lean
/-- The lowest Fock level is half the sum of the negative BdG eigenvalues plus `(ε₁ + ε₂)/2`,
and it equals `s - max(√(s² + Δ²), |ε₁ - ε₂|/2)` with `s = (ε₁ + ε₂)/2`. -/
theorem ground_energy (ε₁ ε₂ Δ : ℝ) :
    IsLeast {E | E ∈ levels (fock ε₁ ε₂ Δ)}
      (negativeSum (bdg ε₁ ε₂ Δ) / 2 + (ε₁ + ε₂) / 2) ∧
    negativeSum (bdg ε₁ ε₂ Δ) / 2 + (ε₁ + ε₂) / 2 =
      (ε₁ + ε₂) / 2 - max √(((ε₁ + ε₂) / 2) ^ 2 + Δ ^ 2) (|ε₁ - ε₂| / 2) := by
  have hE : negativeSum (bdg ε₁ ε₂ Δ) / 2 + (ε₁ + ε₂) / 2 =
      (ε₁ + ε₂) / 2 - max (pairEnergy ε₁ ε₂ Δ) (|ε₁ - ε₂| / 2) := by
    rw [bdg_negativeSum]
    ring
  refine ⟨?_, hE⟩
  rw [fock_levels ε₁ ε₂ Δ _ _ rfl hE]
  -- quasiparticle energies are nonnegative, so nothing lies below the first level
  have u := abs_nonneg (pairEnergy ε₁ ε₂ Δ + (ε₁ - ε₂) / 2)
  have v := abs_nonneg (pairEnergy ε₁ ε₂ Δ - (ε₁ - ε₂) / 2)
  constructor
  · simp only [Set.mem_ofPred_eq, Multiset.insert_eq_cons, Multiset.mem_cons, true_or]
  · intro y hy
    simp only [Set.mem_ofPred_eq, Multiset.insert_eq_cons, Multiset.mem_cons,
      Multiset.mem_singleton] at hy
    rcases hy with hy | hy | hy | hy <;> linarith

end

end TwoModeBdG
```

```lean
#print axioms TwoModeBdG.fock_eq_nambu_form
#print axioms TwoModeBdG.ground_energy
```

```
'TwoModeBdG.fock_eq_nambu_form' depends on axioms: [propext, Classical.choice, Quot.sound]
'TwoModeBdG.ground_energy' depends on axioms: [propext, Classical.choice, Quot.sound]
```

Q: Where would I meet this step in an actual calculation?

A: When you turn the output of a BdG diagonalisation into an energy. Take s = 3 and Δ = 4, so R = 5, in any energy unit. At weak splitting, ε₁ = 4 and ε₂ = 2, the BdG levels are 6, 4, −4 and −6. Half the negative sum is −5, and adding s gives −2, which is s − R.

At strong splitting, ε₁ = 10 and ε₂ = −4, the levels are 12, 2, −2 and −12. Half the negative sum is now −7, and the ground energy is −4, which is ε₂. If you had followed the two originally negative levels through the crossing, you would have summed 2 and −12 and again obtained −2. That is the lowest energy with an even number of fermions, but it is no longer the ground energy.

If Δ comes from a mean-field decoupling of an attraction, the decoupling also leaves a constant that depends on Δ. It has to be added before energies at different Δ are compared.

Q: And how far may I lean on the theorem for my dot?

A: It gives the zero-temperature energy of two modes with a fixed real pairing amplitude, no direct hopping or spin flip between them, and no interaction beyond the quadratic Hamiltonian. The minimum runs over both even and odd particle number, so a dot whose parity is held fixed needs the lowest level of its own sector. Coulomb repulsion on the dot would add a term n₁n₂, and the BdG matrix here has no place for it. The superconductor's own quasiparticles are left out too, so its gap should be large compared with the dot's energies and with the dot's coupling to it.
